# Newton's iteration started above the largest root of a monic real-rooted polynomial descends monotonically to that root

The levels of a finite quantum system with a real symmetric Hamiltonian matrix are the zeros of its characteristic polynomial, and a bound on the matrix entries supplies an energy above all of them. If Newton's iteration starts there, does it come down to the top level, or can it overshoot into the spectrum or meet a point of zero slope?

```lean
import Mathlib

open Polynomial Filter Topology

namespace NewtonTopLevel

noncomputable section

/-- One Newton step `x - p(x)/p'(x)` for the polynomial `p`. -/
def newtonStep (p : ℝ[X]) (x : ℝ) : ℝ := x - p.eval x / (derivative p).eval x

/-- The Newton iterates for `p` started at the energy `x₀`. -/
def newtonIter (p : ℝ[X]) (x₀ : ℝ) : ℕ → ℝ
  | 0 => x₀
  | k + 1 => newtonStep p (newtonIter p x₀ k)

/-- The monic polynomial whose roots are the given levels, with multiplicity. -/
def levelPoly (s : Multiset ℝ) : ℝ[X] := (s.map fun a => X - C a).prod

/-- Adding a level `a` multiplies the polynomial by `x - a`, and its derivative follows
the product rule. -/
theorem levelPoly_cons_eval (a : ℝ) (s : Multiset ℝ) (x : ℝ) :
    (levelPoly (a ::ₘ s)).eval x = (x - a) * (levelPoly s).eval x ∧
    (derivative (levelPoly (a ::ₘ s))).eval x =
      (levelPoly s).eval x + (x - a) * (derivative (levelPoly s)).eval x := by
  have h : levelPoly (a ::ₘ s) = (X - C a) * levelPoly s := by simp [levelPoly]
  rw [h]
  constructor
  · simp
  · rw [derivative_mul]
    simp

/-- Above all levels the polynomial is positive, its slope is nonnegative, and the slope times
the distance to the bound `M` is at most the number of levels times the polynomial. -/
theorem levelPoly_bounds (s : Multiset ℝ) {M x : ℝ} (hs : ∀ a ∈ s, a ≤ M) (hx : M < x) :
    0 < (levelPoly s).eval x ∧ 0 ≤ (derivative (levelPoly s)).eval x ∧
    (x - M) * (derivative (levelPoly s)).eval x ≤ (s.card : ℝ) * (levelPoly s).eval x := by
  induction s using Multiset.induction_on with
  | empty => simp [levelPoly]
  | cons a s ih =>
    obtain ⟨h0, h1, h2⟩ := ih fun b hb => hs b (Multiset.mem_cons_of_mem hb)
    have ha : a ≤ M := hs a (Multiset.mem_cons_self a s)
    have hxa : 0 < x - a := by linarith
    obtain ⟨e1, e2⟩ := levelPoly_cons_eval a s x
    rw [e1, e2, Multiset.card_cons]
    push_cast
    refine ⟨mul_pos hxa h0, add_nonneg h0.le (mul_nonneg hxa.le h1), ?_⟩
    have h3 := mul_le_mul_of_nonneg_left h2 hxa.le
    have h4 := mul_nonneg (sub_nonneg.2 ha) h0.le
    linarith

/-- Above a nonempty collection of levels the slope of the polynomial is strictly positive. -/
theorem levelPoly_slope_pos (a : ℝ) (s : Multiset ℝ) {M x : ℝ}
    (hs : ∀ b ∈ a ::ₘ s, b ≤ M) (hx : M < x) :
    0 < (derivative (levelPoly (a ::ₘ s))).eval x := by
  obtain ⟨h0, h1, _⟩ := levelPoly_bounds s (fun b hb => hs b (Multiset.mem_cons_of_mem hb)) hx
  have ha : a ≤ M := hs a (Multiset.mem_cons_self a s)
  rw [(levelPoly_cons_eval a s x).2]
  exact add_pos_of_pos_of_nonneg h0 (mul_nonneg (by linarith) h1)

/-- A monic real-rooted polynomial is the level polynomial of its largest root together with
further levels that do not exceed it. -/
theorem split_top_level {p : ℝ[X]} (hp : p.Monic) (hr : p.roots.card = p.natDegree)
    {M : ℝ} (hM : IsGreatest {x | p.IsRoot x} M) :
    ∃ t : Multiset ℝ, p = levelPoly (M ::ₘ t) ∧ (∀ a ∈ M ::ₘ t, a ≤ M) ∧
      p.natDegree = t.card + 1 := by
  obtain ⟨t, ht⟩ := Multiset.exists_cons_of_mem ((mem_roots hp.ne_zero).2 hM.1)
  refine ⟨t, ?_, ?_, ?_⟩
  · have h := prod_multiset_X_sub_C_of_monic_of_roots_card_eq hp hr
    rw [ht] at h
    exact h.symm
  · intro a ha
    rw [← ht] at ha
    exact hM.2 ((mem_roots hp.ne_zero).1 ha)
  · rw [← hr, ht, Multiset.card_cons]

/-- From a point at or above the largest root with positive slope, a Newton step does not pass
that root, keeps the slope positive, and shrinks the error at least by the factor `1 - 1/n`,
where `n` is the degree. -/
theorem newtonStep_contracts {p : ℝ[X]} (hp : p.Monic) (hr : p.roots.card = p.natDegree)
    {M x : ℝ} (hM : IsGreatest {x | p.IsRoot x} M) (hx : M ≤ x)
    (hd : 0 < (derivative p).eval x) :
    M ≤ newtonStep p x ∧ 0 < (derivative p).eval (newtonStep p x) ∧
    newtonStep p x - M ≤ (1 - 1 / (p.natDegree : ℝ)) * (x - M) := by
  rcases hx.eq_or_lt with h | h
  · -- the root itself is a fixed point
    subst h
    have hz : p.eval M = 0 := hM.1
    have h0 : newtonStep p M = M := by simp [newtonStep, hz]
    rw [h0]
    exact ⟨le_rfl, hd, by simp⟩
  obtain ⟨t, hpt, hle, hn⟩ := split_top_level hp hr hM
  have hxM : 0 < x - M := sub_pos.2 h
  have hle' : ∀ a ∈ t, a ≤ M := fun a ha => hle a (Multiset.mem_cons_of_mem ha)
  obtain ⟨_, hr1, _⟩ := levelPoly_bounds t hle' h
  obtain ⟨_, _, hup⟩ := levelPoly_bounds (M ::ₘ t) hle h
  rw [← hpt, Multiset.card_cons, ← hn] at hup
  obtain ⟨e1, e2⟩ := levelPoly_cons_eval M t x
  rw [← hpt] at e1 e2
  have hlow : p.eval x ≤ (x - M) * (derivative p).eval x := by
    rw [e1, e2]
    nlinarith [mul_nonneg (mul_pos hxM hxM).le hr1]
  have hnpos : (0 : ℝ) < (p.natDegree : ℝ) := by
    rw [hn]
    positivity
  -- the step length lies between (x - M)/n and x - M
  have h1 : p.eval x / (derivative p).eval x ≤ x - M := (div_le_iff₀ hd).2 hlow
  have h2 : (x - M) / (p.natDegree : ℝ) ≤ p.eval x / (derivative p).eval x := by
    rw [div_le_div_iff₀ hnpos hd]
    linarith
  have hM' : M ≤ newtonStep p x := by
    unfold newtonStep
    linarith
  refine ⟨hM', ?_, ?_⟩
  · rcases hM'.eq_or_lt with h3 | h3
    · -- landing exactly on the root happens only for a single level
      rcases t.empty_or_exists_mem with ht | ⟨b, hb⟩
      · rw [ht] at hpt
        have hone : derivative p = 1 := by
          rw [hpt]
          simp [levelPoly]
        rw [hone]
        simp
      · exfalso
        obtain ⟨u, hu⟩ := Multiset.exists_cons_of_mem hb
        have hpos : 0 < (derivative (levelPoly t)).eval x := by
          rw [hu] at hle' ⊢
          exact levelPoly_slope_pos b u hle' h
        have h4 : p.eval x / (derivative p).eval x = x - M := by
          unfold newtonStep at h3
          linarith
        rw [div_eq_iff hd.ne', e1, e2] at h4
        nlinarith [mul_pos (mul_pos hxM hxM) hpos]
    · have h5 := levelPoly_slope_pos M t hle h3
      rwa [← hpt] at h5
  · have h6 : (1 - 1 / (p.natDegree : ℝ)) * (x - M) = (x - M) - (x - M) / p.natDegree := by
      ring
    rw [h6]
    unfold newtonStep
    linarith

/-- Newton iteration started above the largest root of a monic real-rooted polynomial has
positive slope at every iterate, never increases, stays at or above that root, has error at most
`(1 - 1/n)^k` times the initial one, and converges to the root. -/
theorem newton_converges_to_top {p : ℝ[X]} (hp : p.Monic)
    (hr : p.roots.card = p.natDegree) {M x₀ : ℝ}
    (hM : IsGreatest {x | p.IsRoot x} M) (hx : M < x₀) :
    (∀ k, 0 < (derivative p).eval (newtonIter p x₀ k)) ∧
    Antitone (newtonIter p x₀) ∧
    (∀ k, M ≤ newtonIter p x₀ k) ∧
    (∀ k, newtonIter p x₀ k - M ≤ (1 - 1 / (p.natDegree : ℝ)) ^ k * (x₀ - M)) ∧
    Tendsto (newtonIter p x₀) atTop (𝓝 M) := by
  obtain ⟨t, hpt, hle, hn⟩ := split_top_level hp hr hM
  have hn1 : (1 : ℝ) ≤ (p.natDegree : ℝ) := by
    have : 1 ≤ p.natDegree := by omega
    exact_mod_cast this
  have hn0 : (0 : ℝ) < (p.natDegree : ℝ) := by linarith
  have hi0 : 0 < 1 / (p.natDegree : ℝ) := by positivity
  have hi1 : 1 / (p.natDegree : ℝ) ≤ 1 := (div_le_one hn0).2 hn1
  have hc : 0 ≤ 1 - 1 / (p.natDegree : ℝ) := by linarith
  -- position and slope are preserved along the iteration
  have inv : ∀ k, M ≤ newtonIter p x₀ k ∧ 0 < (derivative p).eval (newtonIter p x₀ k) := by
    intro k
    induction k with
    | zero =>
      have h5 := levelPoly_slope_pos M t hle hx
      rw [← hpt] at h5
      exact ⟨hx.le, h5⟩
    | succ k ih =>
      have h := newtonStep_contracts hp hr hM ih.1 ih.2
      exact ⟨h.1, h.2.1⟩
  have step : ∀ k, newtonIter p x₀ (k + 1) - M ≤
      (1 - 1 / (p.natDegree : ℝ)) * (newtonIter p x₀ k - M) := fun k =>
    (newtonStep_contracts hp hr hM (inv k).1 (inv k).2).2.2
  have rate : ∀ k, newtonIter p x₀ k - M ≤
      (1 - 1 / (p.natDegree : ℝ)) ^ k * (x₀ - M) := by
    intro k
    induction k with
    | zero => simp [newtonIter]
    | succ k ih =>
      refine (step k).trans ((mul_le_mul_of_nonneg_left ih hc).trans (le_of_eq ?_))
      ring
  refine ⟨fun k => (inv k).2, antitone_nat_of_succ_le fun k => ?_, fun k => (inv k).1, rate, ?_⟩
  · have h := mul_nonneg hi0.le (sub_nonneg.2 (inv k).1)
    linarith [step k]
  · -- squeeze between M and the geometric bound
    have hg := (tendsto_pow_atTop_nhds_zero_of_lt_one hc (by linarith)).mul_const (x₀ - M)
    have hg' := hg.const_add M
    rw [zero_mul, add_zero] at hg'
    exact tendsto_of_tendsto_of_tendsto_of_le_of_le tendsto_const_nhds hg'
      (fun k => (inv k).1) (fun k => by linarith [rate k])

/-- For a single level `a` of multiplicity `n + 1`, the polynomial has positive slope at any `x`
above `a`, and a Newton step from `x` multiplies the error by exactly `1 - 1/(n + 1)`. -/
theorem degenerate_level_rate (a x : ℝ) (n : ℕ) (hx : a < x) :
    0 < (derivative ((X - C a) ^ (n + 1))).eval x ∧
    newtonStep ((X - C a) ^ (n + 1)) x - a = (1 - 1 / ((n : ℝ) + 1)) * (x - a) := by
  have hxa : 0 < x - a := sub_pos.2 hx
  have hd : (derivative ((X - C a) ^ (n + 1))).eval x = ((n : ℝ) + 1) * (x - a) ^ n := by
    simp [derivative_pow]
  have hq : ((X - C a) ^ (n + 1)).eval x = (x - a) ^ n * (x - a) := by
    simp [pow_succ]
  have hn : (n : ℝ) + 1 ≠ 0 := by positivity
  have hpow : (x - a) ^ n ≠ 0 := (pow_pos hxa n).ne'
  refine ⟨by rw [hd]; positivity, ?_⟩
  have hs : (x - a) ^ n * (x - a) / (((n : ℝ) + 1) * (x - a) ^ n) = (x - a) / ((n : ℝ) + 1) := by
    rw [div_eq_div_iff (mul_ne_zero hn hpow) hn]
    ring
  rw [newtonStep, hd, hq, hs]
  ring

/-- For a real symmetric Hamiltonian matrix, Newton iteration on the characteristic polynomial
from any energy above the spectrum converges to the largest eigenvalue. -/
theorem newton_top_eigenvalue {m : Type*} [Fintype m] [DecidableEq m]
    {H : Matrix m m ℝ} (hH : H.IsHermitian) {M x₀ : ℝ}
    (hM : IsGreatest (Set.range hH.eigenvalues) M) (hx : M < x₀) :
    Tendsto (newtonIter H.charpoly x₀) atTop (𝓝 M) := by
  have hroots := hH.roots_charpoly_eq_eigenvalues
  have hcard : H.charpoly.roots.card = H.charpoly.natDegree := by
    rw [hroots, Matrix.charpoly_natDegree_eq_dim]
    simp
  have hset : {x | H.charpoly.IsRoot x} = Set.range hH.eigenvalues := by
    ext x
    rw [Set.mem_ofPred_eq, ← mem_roots H.charpoly_monic.ne_zero, hroots]
    simp
  exact (newton_converges_to_top H.charpoly_monic hcard (hset ▸ hM) hx).2.2.2.2

end

end NewtonTopLevel
```

```lean
#print axioms NewtonTopLevel.newton_converges_to_top
-- 'NewtonTopLevel.newton_converges_to_top' depends on axioms: [propext, Classical.choice, Quot.sound]
#print axioms NewtonTopLevel.degenerate_level_rate
-- 'NewtonTopLevel.degenerate_level_rate' depends on axioms: [propext, Classical.choice, Quot.sound]
#print axioms NewtonTopLevel.newton_top_eigenvalue
-- 'NewtonTopLevel.newton_top_eigenvalue' depends on axioms: [propext, Classical.choice, Quot.sound]
```

## Levels, the starting energy and the iterates

The main theorem, `newton_converges_to_top`, concerns a monic real polynomial $p$ of degree $n$, written `p.natDegree`. The hypothesis `p.roots.card = p.natDegree` says that $p$ has as many real roots as its degree, counted with multiplicity, so that all its roots are real. For a Hamiltonian these roots are the energy levels, and a degenerate level appears as a repeated root.

The number $M$ is the top level: `IsGreatest {x | p.IsRoot x} M` says that $M$ is a root and that no root exceeds it. Since a root exists, $n\ge 1$ follows and need not be assumed. The starting energy satisfies $x_0>M$, and the iterates are

$$x_{k+1}=x_k-\frac{p(x_k)}{p'(x_k)},$$

with $x_k$ written `newtonIter p x₀ k`. The theorem has five conclusions:

- $p'(x_k)>0$ for every $k$;
- the sequence never increases (`Antitone`);
- $x_k\ge M$ for every $k$;
- $x_k-M\le(1-1/n)^k\,(x_0-M)$ for every $k$;
- $x_k\to M$.

The first one is what makes the iteration well defined. Lean assigns the value zero to a division by zero, so the formula for a step would be accepted even at a point of zero slope; positivity of $p'(x_k)$ shows that this never occurs here.

## The sum over levels that controls the step

Write the levels as $a_1,\dots,a_n$, with $a_1=M$ the largest, so that $p(x)=\prod_{i=1}^n(x-a_i)$. For $x>M$ every factor is positive, hence $p(x)>0$, and the logarithmic derivative is

$$\frac{p'(x)}{p(x)}=\sum_{i=1}^n\frac{1}{x-a_i}.$$

Each term is positive. Since $a_i\le M$, each is at most $1/(x-M)$, and the term with $i=1$ equals $1/(x-M)$. Therefore

$$\frac{1}{x-M}\le\frac{p'(x)}{p(x)}\le\frac{n}{x-M}.$$

In particular $p'(x)>0$. Taking reciprocals bounds the length of the Newton step:

$$\frac{x-M}{n}\le\frac{p(x)}{p'(x)}\le x-M.$$

The upper bound says that the step does not pass $M$. The lower bound says that it covers at least the fraction $1/n$ of the remaining distance. With $x^+=x-p(x)/p'(x)$,

$$0\le x^+-M\le\Bigl(1-\frac1n\Bigr)(x-M).$$

To repeat the argument, the slope at $x^+$ must be positive again. If $x^+>M$, this has just been shown. If $x^+=M$, then $p'(x)/p(x)=1/(x-M)$, so the terms with $i\ge 2$ add up to zero. They are all positive, so there are none, and $n=1$. In that case $p(x)=x-M$ has slope $1$ everywhere, and the iteration stays at $M$ after its first step.

Induction on $k$ now gives $0\le x_k-M\le(1-1/n)^k(x_0-M)$. The errors do not increase, because $0\le 1-1/n\le 1$. As $1-1/n<1$, the bound tends to zero and $x_k\to M$.

## How the Lean proof follows the argument

The file avoids the sum of reciprocals and builds the polynomial one level at a time. `levelPoly s` is the product of $X-a$ over a multiset $s$ of levels, and `levelPoly_cons_eval` records what adding a level $a$ does: if $q$ is the old polynomial, the new one is $(x-a)q$, with derivative $q+(x-a)q'$.

`levelPoly_bounds` takes for $M$ any upper bound on the levels, not necessarily one of them, and proves by induction on the multiset that for $x>M$ the polynomial is positive, its slope is nonnegative, and $(x-M)p'(x)\le n\,p(x)$. For no levels the polynomial is $1$ and the claims are immediate. If they hold for $q$ with $m$ levels, then after adding $a\le M$

$$(x-M)\bigl(q+(x-a)q'\bigr)\le(x-a)q+(x-a)\,m\,q=(m+1)(x-a)q.$$

The first term uses $x-M\le x-a$ and $q>0$; the second is the induction hypothesis multiplied by $x-a>0$. These are the facts `h4` and `h3`, which `linarith` combines. `levelPoly_slope_pos` then makes the slope strictly positive as soon as there is at least one level.

`split_top_level` returns to the given polynomial and writes it as $p=(x-M)r$, where $r$ is the polynomial of the remaining $n-1$ levels, the multiset `t`.

`newtonStep_contracts` treats a single step for a monic real-rooted $p$, two hypotheses that its docstring leaves unstated. The product rule gives

$$(x-M)p'(x)=p(x)+(x-M)^2r'(x)\ge p(x),$$

which is `hlow`, the statement that the step does not pass $M$. The bound `hup` comes from `levelPoly_bounds` and gives the minimum step length. If the step lands exactly on $M$, the displayed identity forces $r'(x)=0$. This contradicts `levelPoly_slope_pos` unless `t` is empty, and then $p'=1$. The lemma also allows $x=M$ with positive slope, a fixed point, which the iteration needs when $n=1$.

In `newton_converges_to_top`, the fact `inv` carries position and positive slope through the induction, `rate` accumulates the contraction factors, and convergence follows by squeezing $x_k$ between $M$ and $M+(1-1/n)^k(x_0-M)$.

## A fully degenerate level attains the factor

The factor $1-1/n$ cannot be improved for a general real-rooted polynomial of degree $n$. In `degenerate_level_rate` the polynomial is $(x-a)^{n+1}$, so here the degree is $n+1$. For $x>a$,

$$\frac{p(x)}{p'(x)}=\frac{(x-a)^{n+1}}{(n+1)(x-a)^n}=\frac{x-a}{n+1},$$

and the error after one step is exactly $\bigl(1-\tfrac1{n+1}\bigr)(x-a)$. The Lean proof computes value and slope separately and cancels the nonzero power $(x-a)^n$. For $n=0$ the step reaches the level at once.

## The top eigenvalue of a symmetric matrix

`newton_top_eigenvalue` applies the result to a real matrix $H$ with rows and columns indexed by a finite type `m`. Over the reals, `H.IsHermitian` means that $H$ is symmetric. The hypothesis on $M$ says that it is the largest eigenvalue, which requires at least one row, and $x_0$ lies strictly above it. The conclusion is $x_k\to M$ for the iteration on `H.charpoly`.

The proof checks the hypotheses of the main theorem on the polynomial. The characteristic polynomial is monic, and Mathlib identifies its roots with the eigenvalues, multiplicities included; their number is the dimension, which is also the degree. The largest root is therefore the largest eigenvalue.

For a finite real symmetric model treated in exact arithmetic, any strict upper bound on the spectrum is thus a safe starting energy for finding the top level. Replacing $H$ by $-H$ turns the same search into one for the ground-state energy, with its sign reversed. Complex Hermitian matrices and infinite-dimensional Hamiltonians are not treated, and neither are rounding errors, which can be severe when a characteristic polynomial of high degree is evaluated from its coefficients. The error bound is a worst case over all arrangements of levels; for $n\ge 2$ it does not describe the faster final approach to a nondegenerate top level.
